# The mean-field occupation of a self-interacting level tends to a ramp of width $U$ at low temperature

Take a single electronic level at energy $e=-U/2$, measured from the chemical potential. Suppose that its own charge shifts it upwards by $Un$, where $n$ is its occupation and $U>0$ is a charging energy. At half filling the shifted level lies at $-U/2+U/2=0$, exactly at the chemical potential, and there the Fermi function equals $1/2$. So $n=1/2$ is self-consistent at every temperature $t>0$, with $t$ in energy units. Without the shift, the same level would fill completely as $t\to0$.

The same feedback acts for every $e$ between $-U$ and $0$. Charge enters until the level has been pushed up to the chemical potential, and in the limit $e+Un=0$, or $n=-e/U$. The sharp charging step becomes a linear ramp.

For a spinless level that holds at most one electron, this ramp is an artefact, since the electron does not repel itself and the exact equilibrium occupation is the bare Fermi function. The result thus shows, for one level in equilibrium without broadening by leads, how self-interaction in a mean-field calculation can smear the charging steps of Coulomb blockade.

```lean
import Mathlib

open Filter Topology

namespace CoulombBlockadeMeanField

noncomputable section
```

## The level, its shift and the ramp

The occupation of a level at energy $x$ above the chemical potential is
$$f_t(x)=\frac{1}{e^{x/t}+1}.$$
In the exponential, $e$ is Euler's number; elsewhere it is the level energy. In Lean, $f_t(x)$ is `fermi t x`, with all quantities real numbers.

```lean
/-- The Fermi function at thermal energy `t > 0`, for a level at energy `x` measured from the
chemical potential. -/
def fermi (t x : ℝ) : ℝ := 1 / (Real.exp (x / t) + 1)
```

The self-consistency condition is $n=f_t(e+Un)$. The constant $U$ is postulated: it stands for the electrostatic shift of the level when one full electron sits on it, and the shift is taken to be linear in $n$. `IsMeanField U e t n` is the statement that $n$ satisfies this equation. It does not require $0\le n\le1$ in advance.

```lean
/-- The mean-field equation at thermal energy `t > 0`: the occupation `n` is the thermal
occupation of a level `e` that its own charge has shifted to `e + U n`. -/
def IsMeanField (U e t n : ℝ) : Prop := n = fermi t (e + U * n)
```

The proposed zero-temperature occupation is
$$r(e)=\min\bigl(1,\max(0,-e/U)\bigr).$$
It is defined by this formula alone, and its connection with the mean-field equation has to be proved.

```lean
/-- The linear charging ramp, cut off at occupations 0 and 1, for a charging energy `U > 0`. -/
def ramp (U e : ℝ) : ℝ := min 1 (max 0 (-e / U))
```

The model contains no current, no spin and no second level.

## Three properties of the Fermi function

Write $y=x/t$. Since $e^{y}e^{-y}=1$,
$$\frac1{e^{-y}+1}+\frac1{e^{y}+1}=\frac{e^{y}+e^{-y}+2}{e^{y}+e^{-y}+2}=1,$$
so $f_t(-x)=1-f_t(x)$. The proof records the product of exponentials as `hab`, clears the denominators and finishes with `linear_combination`.

```lean
/-- Particle-hole symmetry of the Fermi function: a level at `-x` is filled as much as a level
at `x` is empty. -/
theorem fermi_particle_hole (t x : ℝ) : fermi t (-x) = 1 - fermi t x := by
  have hab : Real.exp (-x / t) * Real.exp (x / t) = 1 := by
    rw [← Real.exp_add, neg_div, neg_add_cancel, Real.exp_zero]
  have ha : Real.exp (-x / t) + 1 ≠ 0 := by positivity
  have hb : Real.exp (x / t) + 1 ≠ 0 := by positivity
  unfold fermi
  rw [eq_sub_iff_add_eq, div_add_div _ _ ha hb, div_eq_one_iff_eq (mul_ne_zero ha hb)]
  linear_combination -hab
```

At a fixed energy above the chemical potential, the occupation must also become small at low temperature. From $e^{y}\ge 1+y$ follows $t\,e^{x/t}\ge t+x$, hence
$$t\,(e^{x/t}+1)\ge x+2t>x.$$
Division by the positive bracket gives $f_t(x)\,x<t$. The inequality for the exponential is Mathlib's `Real.add_one_le_exp`.

```lean
/-- At positive temperature, the thermal occupation of a level times its energy above the
chemical potential is less than the thermal energy. -/
theorem fermi_mul_lt {t : ℝ} (ht : 0 < t) (x : ℝ) : fermi t x * x < t := by
  have h := mul_le_mul_of_nonneg_left (Real.add_one_le_exp (x / t)) ht.le
  have hx : t * (x / t) = x := by field_simp
  rw [mul_add, hx] at h
  unfold fermi
  rw [div_mul_eq_mul_div, one_mul, div_lt_iff₀ (by positivity)]
  linarith
```

Finally, $f_t(x)>0$ because its denominator is positive. Applying this at $-x$ and using the symmetry gives $1-f_t(x)>0$, so $0<f_t(x)<1$.

```lean
/-- The thermal occupation lies strictly between 0 and 1. -/
theorem fermi_mem (t x : ℝ) : 0 < fermi t x ∧ fermi t x < 1 := by
  have hpos : ∀ y, 0 < fermi t y := fun y => by unfold fermi; positivity
  have h := hpos (-x)
  rw [fermi_particle_hole] at h
  exact ⟨hpos x, by linarith⟩
```

## One solution at each temperature

Let $g(n)=n-f_t(e+Un)$. This function is continuous, with $g(0)<0$ and $g(1)>0$ because $f_t$ lies strictly between 0 and 1. The intermediate value theorem gives a zero in $[0,1]$.

For uniqueness, let $m\le n$ both be solutions. A fuller level lies no lower in energy, so its thermal occupation is no larger:
$$n=f_t(e+Un)\le f_t(e+Um)=m.$$
Hence $m=n$. This comparison covers all real solutions, not only those in $[0,1]$, and it needs only $U\ge0$.

In the proof, `anti` is the monotonicity, `hc` the continuity and `hz` the change of sign. The last lines treat the two possible orderings of $m$ and $n$. The symbol `∃!` in the statement means that there is exactly one.

```lean
/-- At positive temperature and for a non-negative charging energy, the mean-field equation has
exactly one real solution. -/
theorem existsUnique_occupation {U t : ℝ} (hU : 0 ≤ U) (ht : 0 < t) (e : ℝ) :
    ∃! n : ℝ, IsMeanField U e t n := by
  -- a fuller level is pushed up in energy, so its thermal occupation cannot increase
  have anti : ∀ a b : ℝ, a ≤ b → fermi t (e + U * b) ≤ fermi t (e + U * a) := by
    intro a b hab
    have h1 : e + U * a ≤ e + U * b := by
      linarith [mul_le_mul_of_nonneg_left hab hU]
    have h2 : (e + U * a) / t ≤ (e + U * b) / t := div_le_div_of_nonneg_right h1 ht.le
    have h3 := Real.exp_le_exp.2 h2
    exact one_div_le_one_div_of_le (by positivity) (by linarith)
  have hc : Continuous (fun n : ℝ => n - fermi t (e + U * n)) := by
    unfold fermi
    exact continuous_id.sub
      (continuous_const.div (by fun_prop) (fun n => by positivity))
  -- the mismatch of the two sides changes sign between an empty and a full level
  have hz : (0 : ℝ) ∈ Set.Icc ((0 : ℝ) - fermi t (e + U * 0)) (1 - fermi t (e + U * 1)) :=
    ⟨by linarith [(fermi_mem t (e + U * 0)).1], by linarith [(fermi_mem t (e + U * 1)).2]⟩
  obtain ⟨n, -, hn⟩ := intermediate_value_Icc (zero_le_one' ℝ) hc.continuousOn hz
  have hn' : n = fermi t (e + U * n) := sub_eq_zero.1 hn
  refine ⟨n, hn', fun m hm => ?_⟩
  have hm' : m = fermi t (e + U * m) := hm
  rcases le_total m n with h | h
  · linarith [anti m n h]
  · linarith [anti n m h]
```

## Exchanging particles and holes

If $n$ solves the equation for the level $e$, consider the hole occupation $1-n$ with the level at $-U-e$. The shifted energy is then
$$-U-e+U(1-n)=-(e+Un),$$
and $f_t(-(e+Un))=1-f_t(e+Un)=1-n$. So $1-n$ solves the equation for $-U-e$. The `rw` step rewrites the energy in this way and then applies the symmetry of the Fermi function.

```lean
/-- Particle-hole symmetry of the mean-field equation: if `n` solves it for the level `e`, then
`1 - n` solves it for the level `-U - e`. -/
theorem IsMeanField.particle_hole {U e t n : ℝ} (h : IsMeanField U e t n) :
    IsMeanField U (-U - e) t (1 - n) := by
  unfold IsMeanField at *
  rw [show -U - e + U * (1 - n) = -(e + U * n) by ring, fermi_particle_hole]
  linarith
```

## How far the occupation can be from the ramp

Write $r=r(e)$ and suppose first that $n\ge r$. Since $n<1$, also $r<1$, so the minimum in the definition of $r$ is attained by the other entry, and $r=\max(0,-e/U)\ge-e/U$. This means $e+Ur\ge0$, and therefore
$$e+Un\ge U(n-r)\ge0.$$
An occupation in excess of the ramp puts the level above the chemical potential, where the tail bound $f_t(x)\,x<t$ limits the charge that it can hold. Because $r\ge0$, we also have $n-r\le n$. Multiplying the two inequalities and using the tail bound gives
$$U(n-r)^2\le n\,(e+Un)=f_t(e+Un)\,(e+Un)<t.$$

If $n\le r$, apply this to $1-n$ and $-U-e$. With $y=-e/U$, the ramp at the new level is
$$r(-U-e)=\min(1,\max(0,1-y))=1-\min(1,\max(0,y))=1-r(e),$$
as one sees by treating $y<0$, $0\le y\le1$ and $y>1$ separately. The distance to the ramp is unchanged, since $(1-n)-(1-r)=-(n-r)$. In both cases
$$(n-r)^2<\frac tU,$$
with a right-hand side that does not depend on $e$. This bound is enough for the limit, but it is not sharp: for $t\ll U$ the actual distance is much smaller than $\sqrt{t/U}$.

The first case is the internal statement `above`, where `hre` becomes $-e\le rU$, `hx` is the lower bound on the shifted energy and `hprod` is the multiplied inequality. The reflection of the ramp is `hs`, with the cases separated by `split_ifs`.

```lean
/-- For positive charging energy and temperature, the squared distance of the mean-field
occupation from the ramp is less than `t / U`, whatever the level energy. -/
theorem sq_sub_ramp_lt {U t e n : ℝ} (hU : 0 < U) (ht : 0 < t) (h : IsMeanField U e t n) :
    (n - ramp U e) ^ 2 < t / U := by
  -- first the case of an occupation on or above the ramp
  have above : ∀ e n : ℝ, IsMeanField U e t n → ramp U e ≤ n →
      (n - ramp U e) ^ 2 < t / U := by
    intro e n h hr
    have hn : n = fermi t (e + U * n) := h
    have h1 : n < 1 := by rw [hn]; exact (fermi_mem t _).2
    have hr0 : 0 ≤ ramp U e := le_min zero_le_one (le_max_left _ _)
    have hre : -e / U ≤ ramp U e := by
      rcases min_choice (1 : ℝ) (max 0 (-e / U)) with hm | hm
      · have : ramp U e = 1 := hm
        linarith
      · have : ramp U e = max 0 (-e / U) := hm
        rw [this]
        exact le_max_right _ _
    rw [div_le_iff₀ hU] at hre
    -- the shifted level lies at least `U (n - ramp)` above the chemical potential
    have hx : U * (n - ramp U e) ≤ e + U * n := by linarith
    have htail := fermi_mul_lt ht (e + U * n)
    rw [← hn] at htail
    have hd : 0 ≤ n - ramp U e := by linarith
    have hprod : (n - ramp U e) * (U * (n - ramp U e)) ≤ n * (e + U * n) :=
      mul_le_mul (by linarith) hx (mul_nonneg hU.le hd) (by linarith)
    rw [lt_div_iff₀ hU]
    linarith
  rcases le_total (ramp U e) n with hr | hr
  · exact above e n h hr
  · -- below the ramp, exchange particles and holes
    have hs : ramp U (-U - e) = 1 - ramp U e := by
      have hy : -(-U - e) / U = 1 - -e / U := by
        field_simp
        ring
      unfold ramp
      rw [hy]
      generalize -e / U = y
      simp only [min_def, max_def]
      split_ifs <;> linarith
    have h2 := above (-U - e) (1 - n) h.particle_hole (by rw [hs]; linarith)
    rw [hs] at h2
    calc (n - ramp U e) ^ 2 = (1 - n - (1 - ramp U e)) ^ 2 := by ring
      _ < t / U := h2
```

## The zero-temperature limit

Taking square roots gives $|n(t)-r|\le\sqrt{t/U}$, and the right-hand side tends to zero with $t$. Hence $n(t)\to r(e)$.

The theorem joins this limit to existence and uniqueness. For $U>0$ and any real $e$, its first part says that each $t>0$ has exactly one solution. Its second part takes any function `n : ℝ → ℝ` whose value at each positive $t$ solves the equation, and says that it tends to the ramp value. The notation `𝓝[>] 0` means that $t$ approaches zero through positive values; what `n` does at other arguments is irrelevant. No continuity in $t$ is assumed.

In the proof, `h0` is the limit of the square root, and `squeeze_zero'` confines the distance between zero and that bound.

```lean
/-- For positive charging energy, the mean-field equation has exactly one solution at each
positive temperature, and this solution tends to the ramp as the temperature falls to zero. -/
theorem occupation_tendsto_ramp {U : ℝ} (hU : 0 < U) (e : ℝ) :
    (∀ t : ℝ, 0 < t → ∃! n : ℝ, IsMeanField U e t n) ∧
    ∀ n : ℝ → ℝ, (∀ t : ℝ, 0 < t → IsMeanField U e t (n t)) →
      Tendsto n (𝓝[>] 0) (𝓝 (min 1 (max 0 (-e / U)))) := by
  refine ⟨fun t ht => existsUnique_occupation hU.le ht e, fun n hn => ?_⟩
  have hc : Continuous (fun t : ℝ => Real.sqrt (t / U)) :=
    Real.continuous_sqrt.comp (continuous_id.div_const U)
  have h0 : Tendsto (fun t : ℝ => Real.sqrt (t / U)) (𝓝[>] 0) (𝓝 0) := by
    have h := hc.tendsto 0
    rw [zero_div, Real.sqrt_zero] at h
    exact h.mono_left nhdsWithin_le_nhds
  -- the distance to the ramp is squeezed below the square root of `t / U`
  refine tendsto_iff_norm_sub_tendsto_zero.2
    (squeeze_zero' (Eventually.of_forall fun t => norm_nonneg _) ?_ h0)
  filter_upwards [self_mem_nhdsWithin] with t ht
  exact Real.abs_le_sqrt (sq_sub_ramp_lt hU ht (hn t ht)).le
```

## The width of the ramp

The formula for $r$ has three branches. If $e\le-U$, then $-e/U\ge1$ and $r=1$. If $e\ge0$, then $-e/U\le0$ and $r=0$. If $-U\le e\le0$, then $0\le-e/U\le1$ and $r=-e/U$. The occupation therefore falls from 1 to 0 across an energy interval of width $U$. Each branch of the proof establishes the relevant inequality for $-e/U$ and evaluates the minimum and maximum.

```lean
/-- For `U > 0` the ramp is full for `e ≤ -U`, empty for `e ≥ 0`, and linear in the level energy
on the interval of width `U` between. -/
theorem ramp_profile {U : ℝ} (hU : 0 < U) (e : ℝ) :
    (e ≤ -U → ramp U e = 1) ∧ (0 ≤ e → ramp U e = 0) ∧
    (-U ≤ e → e ≤ 0 → ramp U e = -e / U) := by
  refine ⟨fun h => ?_, fun h => ?_, fun h h' => ?_⟩
  · have h1 : 1 ≤ -e / U := by
      rw [le_div_iff₀ hU]
      linarith
    exact min_eq_left (h1.trans (le_max_right _ _))
  · have h1 : -e / U ≤ 0 := by
      rw [div_le_iff₀ hU]
      linarith
    rw [ramp, max_eq_left h1]
    exact min_eq_right zero_le_one
  · have h0 : 0 ≤ -e / U := div_nonneg (by linarith) hU.le
    have h1 : -e / U ≤ 1 := by
      rw [div_le_iff₀ hU]
      linarith
    rw [ramp, max_eq_right h0, min_eq_right h1]
```

## The sharp step without self-interaction

For comparison, let the level stay at $e$. If $e>0$, the tail bound gives $0<f_t(e)<t/e$, so the occupation tends to 0. If $e<0$, the level at $-e$ is above the chemical potential, and $f_t(e)=1-f_t(-e)\to1$. At $e=0$, which the theorem leaves aside, the occupation is $1/2$ at every positive temperature. The statement `up` handles the positive energies, and the symmetry of the Fermi function carries it to the negative ones.

```lean
/-- Without self-interaction, the occupation tends to 0 for a level above the chemical potential
and to 1 for a level below it, as the temperature falls to zero. -/
theorem bare_level_step (e : ℝ) :
    (0 < e → Tendsto (fun t => fermi t e) (𝓝[>] 0) (𝓝 0)) ∧
    (e < 0 → Tendsto (fun t => fermi t e) (𝓝[>] 0) (𝓝 1)) := by
  have up : ∀ x : ℝ, 0 < x → Tendsto (fun t => fermi t x) (𝓝[>] 0) (𝓝 0) := by
    intro x hx
    have h0 : Tendsto (fun t : ℝ => t / x) (𝓝[>] 0) (𝓝 0) := by
      have h := (continuous_id.div_const x).tendsto (0 : ℝ)
      simp only [id, zero_div] at h
      exact h.mono_left nhdsWithin_le_nhds
    refine squeeze_zero' (Eventually.of_forall fun t => (fermi_mem t x).1.le) ?_ h0
    filter_upwards [self_mem_nhdsWithin] with t ht
    rw [le_div_iff₀ hx]
    exact (fermi_mul_lt ht x).le
  refine ⟨up e, fun he => ?_⟩
  -- a level below the chemical potential is the particle-hole image of one above
  have h := (up (-e) (by linarith)).const_sub 1
  simpa only [fermi_particle_hole, sub_sub_cancel, sub_zero] using h

end

end CoulombBlockadeMeanField
```

```lean
#print axioms CoulombBlockadeMeanField.occupation_tendsto_ramp
-- 'CoulombBlockadeMeanField.occupation_tendsto_ramp' depends on axioms: [propext, Classical.choice, Quot.sound]
#print axioms CoulombBlockadeMeanField.ramp_profile
-- 'CoulombBlockadeMeanField.ramp_profile' depends on axioms: [propext, Classical.choice, Quot.sound]
#print axioms CoulombBlockadeMeanField.bare_level_step
-- 'CoulombBlockadeMeanField.bare_level_step' depends on axioms: [propext, Classical.choice, Quot.sound]
```
